# The derivative of an exponential times a shifted and scaled complementary error function

The lemma `hasDerivAt_branch` gives the derivative in x of exp(px) erfc(a + bx), for any real p, a, b and x. The derivative is p times the function itself, minus (2b/√π) exp(px − (a + bx)²). Here erfc is one minus the error function, which is defined as a normalised Gaussian integral; the statement is pure calculus, and no physical model enters it. The attempt differentiates the exponential and the erfc factor separately, the second by the chain rule, then joins them with the product rule and rearranges the result into the stated form.

This version doesn't compile in Lean 4 with Mathlib:

```lean
import Mathlib

open Real Filter Topology

namespace ParryKernel

noncomputable section

/-- The error function, as a normalised Gaussian integral. -/
def erf (x : ℝ) : ℝ := 2 / √π * ∫ t in (0 : ℝ)..x, Real.exp (-t ^ 2)

/-- The complementary error function. -/
def erfc (x : ℝ) : ℝ := 1 - erf x

/-- The slope of the complementary error function is a negative Gaussian. -/
theorem hasDerivAt_erfc (x : ℝ) :
    HasDerivAt erfc (-(2 / √π * Real.exp (-x ^ 2))) x := by
  have hc : Continuous fun t : ℝ => Real.exp (-t ^ 2) := by fun_prop
  exact ((hc.integral_hasStrictDerivAt 0 x).hasDerivAt.const_mul (2 / √π)).const_sub 1

/-- The derivative of an exponential times a shifted and scaled `erfc`. -/
theorem hasDerivAt_branch (p a b x : ℝ) :
    HasDerivAt (fun y => Real.exp (p * y) * erfc (a + b * y))
      (p * (Real.exp (p * x) * erfc (a + b * x)) -
        2 * b / √π * Real.exp (p * x - (a + b * x) ^ 2)) x := by
  have h1 := ((hasDerivAt_id' x).const_mul p).exp
  have h2 : HasDerivAt (fun y => erfc (a + b * y))
      (-(2 / √π * Real.exp (-(a + b * x) ^ 2)) * (b * 1)) x :=
    (hasDerivAt_erfc (a + b * x)).comp x (((hasDerivAt_id' x).const_mul b).const_add a)
  refine (h1.fun_mul h2).congr_deriv ?_
  rw [sub_eq_add_neg (p * x), Real.exp_add]
  ring

end

end ParryKernel
```

The compiler's answer:

```
Main.lean:29:41: error: Application type mismatch: The argument
  HasDerivAt.const_add a (HasDerivAt.const_mul b (hasDerivAt_id' x))
has type
  HasDerivAt (fun x => a + b * x) (b * 1) x
but is expected to have type
  HasDerivAt (fun y => erf (a + b * y)) (b * 1) x
in the application
  HasDerivAt.comp x ?m.183 (HasDerivAt.const_add a (HasDerivAt.const_mul b (hasDerivAt_id' x)))
Main.lean:29:4: error: Application type mismatch: The argument
  hasDerivAt_erfc (a + b * x)
has type
  HasDerivAt erfc (-(2 / √π * rexp (-(a + b * x) ^ 2))) (a + b * x)
but is expected to have type
  HasDerivAt (HSub.hSub 1) (-(2 / √π * rexp (-(a + b * x) ^ 2))) (erf (a + b * x))
in the application
  HasDerivAt.comp x (hasDerivAt_erfc (a + b * x))
```

Both errors come from one wrong splitting of a composite function. `HasDerivAt.comp` proves a derivative for an outer function composed with an inner one, and Lean tried to read off both from the goal, `fun y => erfc (a + b * y)`. In doing so it unfolded `erfc` to `1 - erf …` and took the subtraction from 1, `HSub.hSub 1`, as the outer function and `fun y => erf (a + b * y)` as the inner. The first message rejects the derivative of `a + b * y` because it is not about that inner function; the second rejects `hasDerivAt_erfc` because it is not about that outer one.

The repair builds the chain-rule result as `h3`, with no goal stated for it, so the supplied facts fix the outer function as `erfc` and the inner as `a + b * y`. `exact h3` then succeeds, since the composition equals the goal's function by definition. Naming the inner derivative `hi` is mere tidying: the first message shows that this term already had the right type.

As a diff, the version that Lean accepts:

```diff
@@ -26,6 +26,9 @@
   have h1 := ((hasDerivAt_id' x).const_mul p).exp
   have h2 : HasDerivAt (fun y => erfc (a + b * y))
-      (-(2 / √π * Real.exp (-(a + b * x) ^ 2)) * (b * 1)) x :=
-    (hasDerivAt_erfc (a + b * x)).comp x (((hasDerivAt_id' x).const_mul b).const_add a)
+      (-(2 / √π * Real.exp (-(a + b * x) ^ 2)) * (b * 1)) x := by
+    have hi : HasDerivAt (fun y => a + b * y) (b * 1) x :=
+      ((hasDerivAt_id' x).const_mul b).const_add a
+    have h3 := (hasDerivAt_erfc (a + b * x)).comp x hi
+    exact h3
   refine (h1.fun_mul h2).congr_deriv ?_
   rw [sub_eq_add_neg (p * x), Real.exp_add]
```
